# For a unitary bond matrix, long pseudo-orbit sums follow from short ones and the determinant

A quantum graph is a network of wires on which a single particle moves freely and scatters at the vertices. Each wire carries two directed bonds, one for each sense of travel. Let N be the number of directed bonds and let U be the N × N matrix whose entry U_ji is the amplitude to pass from bond i to bond j in one step. A stationary state at a given positive wave number is a wave that U reproduces, so it requires det(1 − U) = 0. The problem is to write the secular function det(1 − zU), in which z counts steps, as a sum over periodic orbits, and to relate the sums over long orbits to those over short ones.

A pseudo-orbit is a set of periodic orbits that together use each bond at most once. Some texts allow repeated bonds and call the present ones irreducible. Its amplitude is the product of the entries of U along its hops, with one factor −1 for each periodic orbit. The sum of these amplitudes over all pseudo-orbits on exactly n bonds is written a_n. The result is that, for unitary U and n ≤ N,

a_(N−n) = (−1)^N det(U) conj(a_n).

This relation is called resurgence in the graph literature; here it is a finite algebraic identity, and no divergent series is involved.

In Lean the bonds form a finite type `ι`, N is `Fintype.card ι`, and the adjoint U† is `Uᴴ`.

```lean
import Mathlib

open scoped ComplexConjugate Matrix

namespace PseudoOrbitResurgence

noncomputable section

variable {ι : Type*} [Fintype ι] [DecidableEq ι]
```

## Pseudo-orbits as permutations

A pseudo-orbit is encoded by a set s of visited bonds and a permutation σ of all bonds that fixes every bond outside s. The cycles of σ on s are the periodic orbits, and a fixed bond inside s is an orbit of one bond. The amplitude is

A(s, σ) = sgn(σ) ∏_(i∈s) (−U_(σ(i) i)).

If s has n bonds and σ has c cycles on s, then sgn(σ) = (−1)^(n−c). The minus signs in the product give (−1)^n, so the total sign is (−1)^c, one minus sign for each periodic orbit.

```lean
/-- The sign of `σ` times the product of `-U (σ i) i` over the bonds `i` in `s`. If `σ` fixes every
bond outside `s`, this is the signed amplitude of the pseudo-orbit that visits the bonds in `s` and
hops from bond `i` to bond `σ i`. -/
def amplitude (U : Matrix ι ι ℂ) (s : Finset ι) (σ : Equiv.Perm ι) : ℂ :=
  ((Equiv.Perm.sign σ : ℤ) : ℂ) * ∏ i ∈ s, -U (σ i) i
```

The coefficient a_n adds these amplitudes over all sets of n bonds and all admissible permutations:

a_n = Σ_(|s|=n) Σ_(σ fixes the complement of s) A(s, σ).

```lean
/-- Sum of the amplitudes of all pseudo-orbits on exactly `n` bonds: choose `n` bonds and
a permutation that fixes every other bond. -/
def orbitSum (U : Matrix ι ι ℂ) (n : ℕ) : ℂ :=
  ∑ s ∈ Finset.powersetCard n Finset.univ,
    ∑ σ ∈ Finset.univ.filter (fun σ : Equiv.Perm ι => ∀ i, i ∉ s → σ i = i),
      amplitude U s σ
```

The definition `orbitSum U n` is a_n. It refers only to orbits, so its link with the determinant has to be proved. The filter imposes the condition that σ fixes the unvisited bonds. For n = 0 only the empty set and the identity remain, and a_0 = 1.

## The determinant as a sum over orbits

Take two complex numbers w and z. The permutation formula for the determinant gives

det(w − zU) = Σ_σ sgn(σ) ∏_i (w δ_(σ(i) i) − z U_(σ(i) i)).

For fixed σ, multiply out the product by choosing the U term for the bonds in a set s and the w term for the others:

∏_i (…) = Σ_s z^|s| w^(N−|s|) ∏_(i∈s) (−U_(σ(i) i)) ∏_(i∉s) δ_(σ(i) i).

The last product is 1 if σ fixes every bond outside s and 0 otherwise. Exchanging the two sums and grouping the sets by size yields

det(w − zU) = Σ_(n=0..N) a_n z^n w^(N−n).

```lean
/-- The determinant of `w - zU` is a sum over pseudo-orbits, with a factor `z` for each
visited bond and a factor `w` for each unvisited one. -/
theorem det_expansion (U : Matrix ι ι ℂ) (w z : ℂ) :
    (w • (1 : Matrix ι ι ℂ) - z • U).det =
      ∑ n ∈ Finset.range (Fintype.card ι + 1),
        orbitSum U n * z ^ n * w ^ (Fintype.card ι - n) := by
  -- for a fixed permutation, multiply out the product over bonds
  have key : ∀ σ : Equiv.Perm ι,
      ((Equiv.Perm.sign σ : ℤ) : ℂ) * ∏ i, (w • (1 : Matrix ι ι ℂ) - z • U) (σ i) i =
        ∑ s ∈ (Finset.univ : Finset ι).powerset,
          if (∀ i, i ∉ s → σ i = i) then
            amplitude U s σ * z ^ s.card * w ^ (Fintype.card ι - s.card) else 0 := by
    intro σ
    have h : ∏ i, (w • (1 : Matrix ι ι ℂ) - z • U) (σ i) i =
        ∏ i, (z * -U (σ i) i + w * (if σ i = i then 1 else 0)) :=
      Finset.prod_congr rfl fun i _ => by
        simp only [Matrix.sub_apply, Matrix.smul_apply, Matrix.one_apply, smul_eq_mul]
        ring
    rw [h, Finset.prod_add, Finset.mul_sum]
    refine Finset.sum_congr rfl fun s _ => ?_
    have hc : (Finset.univ \ s).card = Fintype.card ι - s.card := by
      rw [← Finset.compl_eq_univ_sdiff, Finset.card_compl]
    rw [Finset.prod_mul_distrib, Finset.prod_mul_distrib, Finset.prod_const,
      Finset.prod_const, hc]
    by_cases hs : ∀ i, i ∉ s → σ i = i
    · have h1 : ∏ i ∈ Finset.univ \ s, (if σ i = i then (1 : ℂ) else 0) = 1 :=
        Finset.prod_eq_one fun i hi => if_pos (hs i (by simpa using hi))
      rw [h1, if_pos hs, amplitude]
      ring
    · obtain ⟨i, hi, hne⟩ : ∃ i, i ∉ s ∧ σ i ≠ i := by
        by_contra hcon
        exact hs fun i hi => by_contra fun hne => hcon ⟨i, hi, hne⟩
      have h0 : ∏ i ∈ Finset.univ \ s, (if σ i = i then (1 : ℂ) else 0) = 0 :=
        Finset.prod_eq_zero (i := i) (by simpa using hi) (if_neg hne)
      rw [h0, if_neg hs]
      ring
  -- exchange the sums and group the subsets by their number of bonds
  rw [Matrix.det_apply', Finset.sum_congr rfl fun σ _ => key σ, Finset.sum_comm,
    Finset.sum_powerset, Finset.card_univ]
  refine Finset.sum_congr rfl fun n _ => ?_
  rw [orbitSum, Finset.sum_mul, Finset.sum_mul]
  refine Finset.sum_congr rfl fun s hs => ?_
  rw [← Finset.sum_filter, (Finset.mem_powersetCard.mp hs).2, Finset.sum_mul,
    Finset.sum_mul]
```

This holds for every complex matrix U. The statement `key` is the calculation for fixed σ: `Finset.prod_add` multiplies out the product, and the two cases of `by_cases` are the two values of the product of deltas. Afterwards `Finset.sum_comm` exchanges the sums and `Finset.sum_powerset` groups the sets by size.

Setting w = 1 gives the secular function,

det(1 − zU) = Σ_(n=0..N) a_n z^n.

```lean
/-- The coefficient of `z ^ n` in the secular function `det (1 - zU)` is the sum over
pseudo-orbits on `n` bonds. -/
theorem secular_expansion (U : Matrix ι ι ℂ) (z : ℂ) :
    (1 - z • U).det =
      ∑ n ∈ Finset.range (Fintype.card ι + 1), orbitSum U n * z ^ n := by
  simpa using det_expansion U 1 z
```

## What unitarity adds

If UU† = 1, then

1 − zU = UU† − zU = −U(z − U†).

Taking determinants gives

det(1 − zU) = (−1)^N det(U) det(z − U†).

Since z − U† is the adjoint of conj(z) − U, and the determinant of an adjoint is the complex conjugate of the determinant,

det(1 − zU) = (−1)^N det(U) conj(det(conj(z) − U)).

```lean
/-- Functional equation of the secular function of a unitary matrix. -/
theorem functional_equation {U : Matrix ι ι ℂ} (hU : U ∈ Matrix.unitaryGroup ι ℂ) (z : ℂ) :
    (1 - z • U).det = (-1) ^ Fintype.card ι * U.det *
      conj ((conj z • (1 : Matrix ι ι ℂ) - U).det) := by
  have h1 : conj ((conj z • (1 : Matrix ι ι ℂ) - U).det) =
      (z • (1 : Matrix ι ι ℂ) - Uᴴ).det := by
    have h := Matrix.det_conjTranspose (conj z • (1 : Matrix ι ι ℂ) - U)
    have e : (conj z • (1 : Matrix ι ι ℂ) - U)ᴴ = z • (1 : Matrix ι ι ℂ) - Uᴴ := by
      simp [Matrix.conjTranspose_sub, Matrix.conjTranspose_smul]
    rw [e] at h
    exact h.symm
  -- unitarity lets us pull out a factor `U`
  have hu : U * Uᴴ = 1 := Matrix.mem_unitaryGroup_iff.mp hU
  have h2 : 1 - z • U = -(U * (z • (1 : Matrix ι ι ℂ) - Uᴴ)) := by
    rw [mul_sub, hu, Matrix.mul_smul, mul_one, neg_sub]
  rw [h1, h2, Matrix.det_neg, Matrix.det_mul]
  ring
```

The hypothesis `hU` says that U is unitary, which physically means that no probability is lost or gained in a step. In the proof, `h1` is the statement about the adjoint and `h2` is the factorisation.

## Comparing coefficients

The left side of the functional equation is Σ_k a_k z^k, where k is for now a summation index from 0 to N. For the right side, use the expansion of det(w − zU) with w replaced by conj(z) and z by 1:

det(conj(z) − U) = Σ_k a_k conj(z)^(N−k).

Conjugate this, and rename k as N − k:

conj(det(conj(z) − U)) = Σ_k conj(a_k) z^(N−k) = Σ_k conj(a_(N−k)) z^k.

Therefore, for all z,

Σ_k a_k z^k = Σ_k (−1)^N det(U) conj(a_(N−k)) z^k.

Two polynomials that agree at every complex z have equal coefficients. The coefficient of z^(N−n) gives

a_(N−n) = (−1)^N det(U) conj(a_n).

```lean
/-- Resurgence: for a unitary matrix on `N` bonds, the sum over pseudo-orbits on `N - n` bonds is
`(-1) ^ N * det U` times the complex conjugate of the sum over those on `n` bonds, for every
`n ≤ N`. -/
theorem resurgence {U : Matrix ι ι ℂ} (hU : U ∈ Matrix.unitaryGroup ι ℂ) {n : ℕ}
    (hn : n ≤ Fintype.card ι) :
    orbitSum U (Fintype.card ι - n) =
      (-1) ^ Fintype.card ι * U.det * conj (orbitSum U n) := by
  -- both sides of the functional equation, as polynomials in `z`
  have hP : ∑ k ∈ Finset.range (Fintype.card ι + 1),
        Polynomial.C (orbitSum U k) * Polynomial.X ^ k =
      ∑ k ∈ Finset.range (Fintype.card ι + 1),
        Polynomial.C ((-1) ^ Fintype.card ι * U.det *
          conj (orbitSum U (Fintype.card ι - k))) * Polynomial.X ^ k := by
    refine Polynomial.funext fun z => ?_
    simp only [Polynomial.eval_finsetSum, Polynomial.eval_mul, Polynomial.eval_C,
      Polynomial.eval_pow, Polynomial.eval_X]
    have hd : (conj z • (1 : Matrix ι ι ℂ) - U).det =
        ∑ k ∈ Finset.range (Fintype.card ι + 1),
          orbitSum U k * conj z ^ (Fintype.card ι - k) := by
      simpa using det_expansion U (conj z) 1
    rw [← secular_expansion U z, functional_equation hU, hd, map_sum, Finset.mul_sum]
    refine (Finset.sum_range_reflect _ _).symm.trans (Finset.sum_congr rfl fun k hk => ?_)
    have hk' : k ≤ Fintype.card ι := Nat.lt_succ_iff.mp (Finset.mem_range.mp hk)
    simp only [map_mul, map_pow, Complex.conj_conj, Nat.add_sub_cancel,
      Nat.sub_sub_self hk']
    ring
  have hc : ∀ (f : ℕ → ℂ) (m : ℕ), m ≤ Fintype.card ι →
      (∑ k ∈ Finset.range (Fintype.card ι + 1),
        Polynomial.C (f k) * Polynomial.X ^ k).coeff m = f m := by
    intro f m hm
    rw [Polynomial.finsetSum_coeff, Finset.sum_eq_single m]
    · rw [Polynomial.coeff_C_mul_X_pow, if_pos rfl]
    · intro k _ hk
      rw [Polynomial.coeff_C_mul_X_pow, if_neg (Ne.symm hk)]
    · intro h
      exact absurd (Finset.mem_range.mpr (Nat.lt_succ_of_le hm)) h
  -- compare the coefficients of order `N - n`
  have h := (hc (orbitSum U) (Fintype.card ι - n) (Nat.sub_le _ _)).symm.trans
    ((congrArg (fun p : Polynomial ℂ => p.coeff (Fintype.card ι - n)) hP).trans
      (hc (fun k => (-1) ^ Fintype.card ι * U.det *
        conj (orbitSum U (Fintype.card ι - k))) (Fintype.card ι - n) (Nat.sub_le _ _)))
  simpa only [Nat.sub_sub_self hn] using h
```

The equality of polynomials is `hP`, obtained from equality of values by `Polynomial.funext`; `Finset.sum_range_reflect` does the renaming. The auxiliary statement `hc` reads off a coefficient. The hypothesis `hn`, n ≤ N, is used at the end to replace N − (N − n) by n.

## Half the orbit lengths suffice

Let the graph have B wires, so that N = 2B and (−1)^N = 1. In the secular sum, keep the terms with n < B and n = B. Each remaining term has the form a_(2B−n) z^(2B−n) with n < B, and resurgence replaces its coefficient by det(U) conj(a_n):

det(1 − zU) = Σ_(n=0..B−1) [a_n z^n + det(U) conj(a_n) z^(2B−n)] + a_B z^B.

```lean
/-- For a unitary matrix on `2B` directed bonds, the secular function is given by the
determinant and the pseudo-orbits on at most `B` bonds. -/
theorem secular_from_short_orbits {U : Matrix ι ι ℂ} (hU : U ∈ Matrix.unitaryGroup ι ℂ)
    {B : ℕ} (hB : Fintype.card ι = 2 * B) (z : ℂ) :
    (1 - z • U).det =
      ∑ n ∈ Finset.range B,
        (orbitSum U n * z ^ n + U.det * conj (orbitSum U n) * z ^ (2 * B - n)) +
      orbitSum U B * z ^ B := by
  -- the long half of the sum, read backwards
  have tail : ∑ x ∈ Finset.range B, orbitSum U (B + 1 + x) * z ^ (B + 1 + x) =
      ∑ n ∈ Finset.range B, U.det * conj (orbitSum U n) * z ^ (2 * B - n) := by
    refine (Finset.sum_range_reflect _ _).symm.trans (Finset.sum_congr rfl fun n hn => ?_)
    have hn' := Finset.mem_range.mp hn
    have e : B + 1 + (B - 1 - n) = 2 * B - n := by omega
    have r := resurgence hU (n := n) (by omega)
    rw [hB, pow_mul, neg_one_sq, one_pow, one_mul] at r
    simp only [e, r]
  rw [Finset.sum_add_distrib, secular_expansion, hB,
    show 2 * B + 1 = B + 1 + B by omega, Finset.sum_range_add, Finset.sum_range_succ, tail]
  ring
```

The long half of the sum is `tail`, where reflection of the range reads the terms backwards. For a single particle on a finite graph with unitary scattering, a computation of the positive energy levels from periodic orbits can thus stop at pseudo-orbits of B bonds, provided that det(U) is known separately.

## The phase for a quantum graph

From here on k is the real wave number and i is the imaginary unit. A wave that travels along bond b, of length L_b, gains the phase exp(i k L_b), and is then scattered at a vertex by a matrix S:

U(k) = S D(k),  D(k) = diag(exp(i k L_b)).

```lean
/-- Quantum-graph evolution matrix at wave number `k`: propagation along bonds of lengths
`L`, followed by vertex scattering `S`. -/
def graphMatrix (S : Matrix ι ι ℂ) (L : ι → ℝ) (k : ℝ) : Matrix ι ι ℂ :=
  S * Matrix.diagonal fun b => Complex.exp (((k * L b : ℝ) : ℂ) * Complex.I)
```

Each phase has modulus 1, so D(k)D(k)† = 1. If S is unitary, which expresses conservation of current at the vertices, then U(k) is a product of unitary matrices and is unitary.

```lean
/-- Unitary vertex scattering makes the graph evolution matrix unitary at real `k`. -/
theorem graphMatrix_unitary {S : Matrix ι ι ℂ} (hS : S ∈ Matrix.unitaryGroup ι ℂ)
    (L : ι → ℝ) (k : ℝ) : graphMatrix S L k ∈ Matrix.unitaryGroup ι ℂ := by
  refine mul_mem hS (Matrix.mem_unitaryGroup_iff.mpr ?_)
  have h : ∀ x : ℝ, Complex.exp ((x : ℂ) * Complex.I) *
      conj (Complex.exp ((x : ℂ) * Complex.I)) = 1 := by
    intro x
    rw [Complex.mul_conj, Complex.normSq_eq_norm_sq, Complex.norm_exp_ofReal_mul_I]
    norm_num
  rw [Matrix.star_eq_conjTranspose, Matrix.diagonal_conjTranspose,
    Matrix.diagonal_mul_diagonal, ← Matrix.diagonal_one]
  exact congrArg Matrix.diagonal (funext fun b => h (k * L b))
```

The determinant is explicit:

det U(k) = det(S) ∏_b exp(i k L_b) = det(S) exp(i k Σ_b L_b).

Inserting it into the resurgence relation gives

a_(N−n)(k) = (−1)^N det(S) exp(i k Σ_b L_b) conj(a_n(k)).

```lean
/-- Resurgence on a quantum graph with unitary vertex scattering: for `n ≤ N`, the pseudo-orbit sum
on `N - n` bonds is the conjugate of the sum on `n` bonds times `(-1) ^ N * det S * exp (i k Λ)`,
where `Λ` is the sum of all directed bond lengths. -/
theorem graph_resurgence {S : Matrix ι ι ℂ} (hS : S ∈ Matrix.unitaryGroup ι ℂ)
    (L : ι → ℝ) (k : ℝ) {n : ℕ} (hn : n ≤ Fintype.card ι) :
    orbitSum (graphMatrix S L k) (Fintype.card ι - n) =
      (-1) ^ Fintype.card ι *
        (S.det * Complex.exp (((k * ∑ b, L b : ℝ) : ℂ) * Complex.I)) *
        conj (orbitSum (graphMatrix S L k) n) := by
  have hdet : (graphMatrix S L k).det =
      S.det * Complex.exp (((k * ∑ b, L b : ℝ) : ℂ) * Complex.I) := by
    rw [graphMatrix, Matrix.det_mul, Matrix.det_diagonal, ← Complex.exp_sum]
    congr 2
    push_cast
    rw [Finset.mul_sum, Finset.sum_mul]
  rw [resurgence (graphMatrix_unitary hS L k) hn, hdet]

end

end PseudoOrbitResurgence
```

The statement `hdet` is the determinant formula, and the last line inserts it into `resurgence`. The sum runs over directed bonds, so for a network it is twice the total length of wire. The theorem works at one fixed k, so S may itself depend on k.

The theorem accepts any unitary S and any real lengths, and does not require S to respect the connections of a network. The step to an actual graph is to solve the Schrödinger equation on the wires with given vertex conditions: this supplies S and identifies the zeros of det(1 − U(k)) at positive k with the positive energy levels.

## Three bonds with numbers

This example tests the algebra on a small unitary matrix. With an odd number of bonds it is not a network of wires that each carry two directed bonds. Take N = 3, S_ab = 2/3 − δ_ab, and phases i, 1, 1 on bonds 1, 2, 3. This S is unitary with det(S) = 1, so det(U) = i. The diagonal entries of U are −i/3, −1/3, −1/3, and hence

a_1 = −(−i/3 − 1/3 − 1/3) = (2 + i)/3.

On bonds 1 and 2 there are two pseudo-orbits. The pair of one-bond orbits contributes U_11 U_22 = i/9, and the two-bond orbit contributes −U_21 U_12 = −(2i/3)(2/3) = −4i/9. Their sum is −i/3. Bonds 1 and 3 give the same, and bonds 2 and 3 give 1/9 − 4/9 = −1/3. Thus

a_2 = −(1 + 2i)/3.

Resurgence with n = 1 predicts

a_2 = (−1)³ · i · (2 − i)/3 = −(1 + 2i)/3,

in agreement with the direct sum.

```lean
#print axioms PseudoOrbitResurgence.secular_from_short_orbits
-- 'PseudoOrbitResurgence.secular_from_short_orbits' depends on axioms: [propext, Classical.choice, Quot.sound]
#print axioms PseudoOrbitResurgence.graph_resurgence
-- 'PseudoOrbitResurgence.graph_resurgence' depends on axioms: [propext, Classical.choice, Quot.sound]
```
